# Among plane-wave phases, the London phase minimises the kinetic energy of an s Gaussian in a uniform magnetic field

Setting up a basis of London orbitals for a molecule in a uniform magnetic field means multiplying each Gaussian by a phase exp(−iA(R)·r), where R is the centre of the function and A the vector potential. For a single s Gaussian of exponent a > 0, this choice gives a lower kinetic energy than any other phase exp(ik·r) with constant real k.

In atomic units, with electron charge −1, field B along z and the symmetric gauge A(r) = (B/2)(−y, x, 0), the kinetic momentum is −i∇ + A. The orbital and its energy are

ψ(r) = exp(ik·r) g(r),  g(r) = (2a/π)^(3/4) exp(−a|r − R|²)

T = ½ ∫ |(−i∇ + A)ψ|² = 3a/2 + B²/(16a) + |k + A(R)|²/2.

With k = 0 and R = (X, Y, Z), the last term is B²(X² + Y²)/8: without the phase, the energy grows with the distance of the function from the z axis through the gauge origin.

The result concerns the kinetic energy of one basis function. The step to a molecular energy, where functions on several centres are combined and potentials and interactions enter, needs a separate argument.

## The field is uniform

A uniform field has a vector potential that can be chosen linear in position. The choice here is the symmetric gauge with its origin at the coordinate origin, A(r) = (B/2)(−y, x, 0). In Lean a point `r` is a nested triple, with x, y, z written `r.1`, `r.2.1`, `r.2.2`.

```lean
import Mathlib

open MeasureTheory
open Complex (I)

namespace LondonOrbital

noncomputable section

/-- The vector potential `(B/2)(-y, x, 0)` of a uniform field `B` along `z`. -/
def vectorPotential (B : ℝ) (r : ℝ × ℝ × ℝ) : ℝ × ℝ × ℝ :=
  (-(B / 2) * r.2.1, B / 2 * r.1, 0)
```

By hand, linearity gives A(r) = A(R) + A(r − R). Write r − R = (ξ, η, ζ) and q = k + A(R). Then

|k + A(r)|² = |q|² + B(q_y ξ − q_x η) + (B²/4)(ξ² + η²).

The terms linear in ξ and η average to zero over the Gaussian, so only the value of A at the centre enters the optimal phase. The proof uses this expansion in `kineticEnergy_orbital`. In a non-uniform field the average of A over g² generally differs from A(R), and the best constant k is minus that average.

## The orbital is a spherical Gaussian times a plane wave

The Gaussian envelope is real and symmetric about R, and k is the same everywhere. `factor` is the normalised one-dimensional function, with centre `c` and wave number `κ`; `orbital` multiplies three of them. `momentumSq` is the pointwise density |(−i∇ + A)ψ|², built from actual partial derivatives, and `kineticEnergy` is half its Lebesgue integral.

```lean
/-- The one-dimensional Gaussian of exponent `a > 0` centred at `c`, with phase `exp(iκx)`. -/
def factor (a c κ x : ℝ) : ℂ :=
  Complex.exp (((κ * x : ℝ) : ℂ) * I) *
    (((2 * a / Real.pi) ^ (1 / 4 : ℝ) * Real.exp (-a * (x - c) ^ 2) : ℝ) : ℂ)

/-- The s Gaussian of exponent `a > 0` centred at `R` times the phase `exp(i k·r)`, written
as a product over the three coordinates. -/
def orbital (a : ℝ) (R k r : ℝ × ℝ × ℝ) : ℂ :=
  factor a R.1 k.1 r.1 * factor a R.2.1 k.2.1 r.2.1 * factor a R.2.2 k.2.2 r.2.2

/-- The squared norm of `(-i∇ + A)ψ` at the point `r`. -/
def momentumSq (B : ℝ) (ψ : ℝ × ℝ × ℝ → ℂ) (r : ℝ × ℝ × ℝ) : ℝ :=
  ‖-I * deriv (fun t => ψ (t, r.2)) r.1 + ((vectorPotential B r).1 : ℂ) * ψ r‖ ^ 2 +
  ‖-I * deriv (fun t => ψ (r.1, t, r.2.2)) r.2.1 + ((vectorPotential B r).2.1 : ℂ) * ψ r‖ ^ 2 +
  ‖-I * deriv (fun t => ψ (r.1, r.2.1, t)) r.2.2 + ((vectorPotential B r).2.2 : ℂ) * ψ r‖ ^ 2

/-- The kinetic energy in the magnetic field: half the integral of `|(-i∇ + A)ψ|²`. -/
def kineticEnergy (B : ℝ) (ψ : ℝ × ℝ × ℝ → ℂ) : ℝ :=
  1 / 2 * ∫ r : ℝ × ℝ × ℝ, momentumSq B ψ r
```

By hand, each component j = x, y, z gives

∂_j ψ = (ik_j − 2a(r_j − R_j)) ψ

(−i∂_j + A_j)ψ = (k_j + A_j + 2ia(r_j − R_j)) ψ.

The bracket in the second line has real part k_j + A_j and imaginary part 2a(r_j − R_j). Taking squared moduli and summing over j gives

|(−i∇ + A)ψ|² = (|k + A(r)|² + 4a²|r − R|²) g².

The proof of this identity is `momentumSq_orbital`, further down. If the envelope were real but had its mean position away from R, the best k would be −A at that mean position.

## The exponent is positive

The condition a > 0, `ha` in the theorems, makes the orbital a localised, normalisable function. By hand it enters through the moments. The density g² is a product of three factors of the form √(2a/π) exp(−2aξ²), each with weight 1 and, by symmetry, mean zero. Integrating a total derivative gives the variance:

0 = ∫ d/dξ [ξ exp(−2aξ²)] dξ = ∫ (1 − 4aξ²) exp(−2aξ²) dξ,

so ⟨ξ²⟩ = 1/(4a), and likewise for η and ζ.

`gaussian_quadratic` does this for a general quadratic polynomial and an exponent `b`. It splits off the derivative of (−P − Qx) exp(−bx²), which integrates to zero, and leaves a multiple of the plain Gaussian integral.

```lean
/-- For `b > 0`, a quadratic polynomial times `exp(-bx²)` is integrable, with the stated
integral. -/
theorem gaussian_quadratic {b : ℝ} (hb : 0 < b) (α β γ : ℝ) :
    Integrable (fun x : ℝ => (α + β * x + γ * x ^ 2) * Real.exp (-b * x ^ 2)) ∧
    ∫ x : ℝ, (α + β * x + γ * x ^ 2) * Real.exp (-b * x ^ 2) =
      (α + γ / (2 * b)) * √(Real.pi / b) := by
  have h0 := integrable_exp_neg_mul_sq hb
  have h2 : Integrable (fun x : ℝ => x ^ 2 * Real.exp (-b * x ^ 2)) := by
    simpa using integrable_rpow_mul_exp_neg_mul_sq hb (s := 2) (by norm_num)
  have hint : ∀ p q s : ℝ,
      Integrable (fun x : ℝ => (p + q * x + s * x ^ 2) * Real.exp (-b * x ^ 2)) := by
    intro p q s
    refine (((h0.const_mul p).add ((integrable_mul_exp_neg_mul_sq hb).const_mul q)).add
      (h2.const_mul s)).congr (Filter.Eventually.of_forall fun x => ?_)
    simp only [Pi.add_apply]
    ring
  refine ⟨hint α β γ, ?_⟩
  obtain ⟨P, rfl⟩ : ∃ P, β = 2 * b * P := ⟨β / (2 * b), by field_simp⟩
  obtain ⟨Q, rfl⟩ : ∃ Q, γ = 2 * b * Q := ⟨γ / (2 * b), by field_simp⟩
  -- a total derivative integrates to zero
  have hz : ∫ x : ℝ, (-Q + 2 * b * P * x + 2 * b * Q * x ^ 2) * Real.exp (-b * x ^ 2) = 0 := by
    refine integral_eq_zero_of_hasDerivAt_of_integrable
      (f := fun x : ℝ => (-P + -Q * x + 0 * x ^ 2) * Real.exp (-b * x ^ 2))
      (fun x => ?_) (hint _ _ _) (hint _ _ _)
    have l : HasDerivAt (fun t : ℝ => -P + -Q * t + 0 * t ^ 2) (-Q) x := by
      simpa using ((hasDerivAt_id' x).const_mul (-Q)).const_add (-P)
    have e := (((hasDerivAt_id' x).fun_pow 2).const_mul (-b)).exp
    refine (l.fun_mul e).congr_deriv ?_
    norm_num
    ring
  have e : (fun x : ℝ => (α + 2 * b * P * x + 2 * b * Q * x ^ 2) * Real.exp (-b * x ^ 2)) =
      fun x => (α + Q) * Real.exp (-b * x ^ 2) +
        (-Q + 2 * b * P * x + 2 * b * Q * x ^ 2) * Real.exp (-b * x ^ 2) := by
    funext x
    ring
  have hQ : 2 * b * Q / (2 * b) = Q := by field_simp
  rw [e, integral_add (h0.const_mul _) (hint _ _ _), hz, integral_const_mul,
    integral_gaussian, hQ, add_zero]
```

`factor_moments` sets b = 2a, shifts the centre to c, and cancels the normalisation constant. The phase has modulus 1 and disappears.

```lean
/-- For `a > 0`, the density of the one-dimensional factor has total weight 1, mean `c` and
variance `1/(4a)`, stated for a general quadratic polynomial in `x - c`. -/
theorem factor_moments {a : ℝ} (ha : 0 < a) (c κ α β γ : ℝ) :
    Integrable (fun x : ℝ => (α + β * (x - c) + γ * (x - c) ^ 2) * ‖factor a c κ x‖ ^ 2) ∧
    ∫ x : ℝ, (α + β * (x - c) + γ * (x - c) ^ 2) * ‖factor a c κ x‖ ^ 2 =
      α + γ / (4 * a) := by
  have h0 : 0 ≤ 2 * a / Real.pi := by positivity
  obtain ⟨hi, hv⟩ := gaussian_quadratic (b := 2 * a) (by positivity) α β γ
  have e : (fun x : ℝ => (α + β * (x - c) + γ * (x - c) ^ 2) * ‖factor a c κ x‖ ^ 2) =
      fun x => √(2 * a / Real.pi) * ((α + β * (x - c) + γ * (x - c) ^ 2) *
        Real.exp (-(2 * a) * (x - c) ^ 2)) := by
    funext x
    have hN : ((2 * a / Real.pi) ^ (1 / 4 : ℝ)) ^ 2 = √(2 * a / Real.pi) := by
      rw [Real.sqrt_eq_rpow, ← Real.rpow_natCast, ← Real.rpow_mul h0]
      norm_num
    have hE : Real.exp (-a * (x - c) ^ 2) ^ 2 = Real.exp (-(2 * a) * (x - c) ^ 2) := by
      rw [← Real.exp_nat_mul]
      congr 1
      push_cast
      ring
    rw [factor, norm_mul, Complex.norm_exp_ofReal_mul_I, one_mul, Complex.norm_real,
      Real.norm_eq_abs, sq_abs, mul_pow, hN, hE]
    ring
  have hs : ∫ x : ℝ, (α + β * (x - c) + γ * (x - c) ^ 2) *
      Real.exp (-(2 * a) * (x - c) ^ 2) = _ :=
    (integral_sub_right_eq_self (fun u : ℝ => (α + β * u + γ * u ^ 2) *
      Real.exp (-(2 * a) * u ^ 2)) c).trans hv
  have hN : √(2 * a / Real.pi) * √(Real.pi / (2 * a)) = 1 := by
    have h1 : 2 * a / Real.pi * (Real.pi / (2 * a)) = 1 := by field_simp
    rw [← Real.sqrt_mul h0, h1, Real.sqrt_one]
  rw [e]
  refine ⟨(hi.comp_sub_right c).const_mul _, ?_⟩
  rw [integral_const_mul, hs]
  linear_combination (α + γ / (4 * a)) * hN
```

`orbital_moments` combines the three coordinates. Its local statement `h` is Fubini's theorem for products, and `hadd` adds integrals; both carry integrability along with the value. Normalisation is the case of the constant polynomial 1.

```lean
/-- For `a > 0`, the expectation value in the orbital of a polynomial in `r - R` with the
linear and quadratic terms shown. -/
theorem orbital_moments {a : ℝ} (ha : 0 < a) (R k : ℝ × ℝ × ℝ) (c u v s t : ℝ) :
    ∫ r : ℝ × ℝ × ℝ, (c + u * (r.1 - R.1) + v * (r.2.1 - R.2.1) +
      s * ((r.1 - R.1) ^ 2 + (r.2.1 - R.2.1) ^ 2) + t * (r.2.2 - R.2.2) ^ 2) *
      ‖orbital a R k r‖ ^ 2 = c + (2 * s + t) / (4 * a) := by
  -- Fubini for products, and additivity
  have h : ∀ {p q w : ℝ → ℝ} {P Q W : ℝ}, (Integrable p ∧ ∫ x, p x = P) →
      (Integrable q ∧ ∫ x, q x = Q) → (Integrable w ∧ ∫ x, w x = W) →
      Integrable (fun r : ℝ × ℝ × ℝ => p r.1 * (q r.2.1 * w r.2.2)) ∧
      ∫ r : ℝ × ℝ × ℝ, p r.1 * (q r.2.1 * w r.2.2) = P * (Q * W) :=
    fun {p q w _ _ _} hp hq hw => ⟨hp.1.mul_prod (hq.1.mul_prod hw.1),
      (integral_prod_mul (μ := volume) (ν := volume) p (fun y : ℝ × ℝ => q y.1 * w y.2)).trans
        (congrArg₂ (· * ·) hp.2 ((integral_prod_mul (μ := volume) (ν := volume) q w).trans
          (congrArg₂ (· * ·) hq.2 hw.2)))⟩
  have hadd : ∀ {f g : ℝ × ℝ × ℝ → ℝ} {F G : ℝ}, (Integrable f ∧ ∫ r, f r = F) →
      (Integrable g ∧ ∫ r, g r = G) →
      Integrable (fun r => f r + g r) ∧ ∫ r, (f r + g r) = F + G :=
    fun hf hg => ⟨hf.1.add hg.1, by rw [integral_add hf.1 hg.1, hf.2, hg.2]⟩
  have X := factor_moments ha R.1 k.1
  have Y := factor_moments ha R.2.1 k.2.1
  have Z := factor_moments ha R.2.2 k.2.2
  have hs := (hadd (hadd (h (X c u s) (Y 1 0 0) (Z 1 0 0)) (h (X 1 0 0) (Y 0 v s) (Z 1 0 0)))
    (h (X 1 0 0) (Y 1 0 0) (Z 0 0 t))).2
  refine (integral_congr_ae (Filter.Eventually.of_forall fun r => ?_)).trans
    (hs.trans (by ring))
  simp only [orbital, norm_mul]
  ring

/-- For `a > 0`, the orbital is normalized. -/
theorem orbital_normalized {a : ℝ} (ha : 0 < a) (R k : ℝ × ℝ × ℝ) :
    ∫ r : ℝ × ℝ × ℝ, ‖orbital a R k r‖ ^ 2 = 1 := by
  simpa using orbital_moments ha R k 1 0 0 0 0
```

Weakening the condition to a ≥ 0 would make the results false. At a = 0 the prefactor of `factor` vanishes, the orbital is zero, and every k gives the same energy.

## The energy formula

The pointwise identity holds for every real a. In its proof, `h` treats one component, with the other two factors absorbed in a constant `C`. Inside it, `hD` is the derivative computed above and `e` separates the real and imaginary parts.

```lean
/-- At each point `|(-i∇ + A)ψ|² = (|k + A(r)|² + 4a²|r - R|²)|ψ|²` for the orbital `ψ`. -/
theorem momentumSq_orbital (a B : ℝ) (R k r : ℝ × ℝ × ℝ) :
    momentumSq B (orbital a R k) r =
      ((k.1 + (vectorPotential B r).1) ^ 2 + (k.2.1 + (vectorPotential B r).2.1) ^ 2 +
        (k.2.2 + (vectorPotential B r).2.2) ^ 2 + 4 * a ^ 2 * ((r.1 - R.1) ^ 2 +
        (r.2.1 - R.2.1) ^ 2 + (r.2.2 - R.2.2) ^ 2)) * ‖orbital a R k r‖ ^ 2 := by
  -- one component: the logarithmic derivative is iκ - 2a(x - c)
  have h : ∀ (c κ x A : ℝ) (C : ℂ) (f : ℝ → ℂ), (∀ t, f t = factor a c κ t * C) →
      ‖-I * deriv f x + (A : ℂ) * f x‖ ^ 2 =
        ((κ + A) ^ 2 + (-2 * a * (x - c)) ^ 2) * ‖f x‖ ^ 2 := by
    intro c κ x A C f hf
    have h1 : HasDerivAt (fun t : ℝ => κ * t) κ x :=
      ((hasDerivAt_id' x).const_mul κ).congr_deriv (mul_one κ)
    have h2 : HasDerivAt (fun t : ℝ => -a * (t - c) ^ 2) (-2 * a * (x - c)) x := by
      refine ((((hasDerivAt_id' x).sub_const c).fun_pow 2).const_mul (-a)).congr_deriv ?_
      norm_num
      ring
    have h3 := (h1.ofReal_comp.mul_const I).cexp
    have h4 := (h2.exp.const_mul ((2 * a / Real.pi) ^ (1 / 4 : ℝ))).ofReal_comp
    have hD : deriv f x = ((κ : ℂ) * I + ((-2 * a * (x - c) : ℝ) : ℂ)) * f x := by
      rw [hf x, funext hf]
      refine (((h3.fun_mul h4).mul_const C).congr_deriv ?_).deriv
      simp only [factor, Complex.ofReal_mul]
      ring
    have e : -I * deriv f x + (A : ℂ) * f x =
        (((κ + A : ℝ) : ℂ) + ((-(-2 * a * (x - c)) : ℝ) : ℂ) * I) * f x := by
      rw [hD]
      push_cast
      linear_combination (-(κ : ℂ) * f x) * Complex.I_sq
    rw [e, ← Complex.normSq_eq_norm_sq, ← Complex.normSq_eq_norm_sq, Complex.normSq_mul,
      Complex.normSq_add_mul_I]
    ring
  obtain ⟨x, y, z⟩ := r
  have hx := h R.1 k.1 x (vectorPotential B (x, y, z)).1
    (factor a R.2.1 k.2.1 y * factor a R.2.2 k.2.2 z) (fun t => orbital a R k (t, y, z))
    (fun t => by simp only [orbital]; ring)
  have hy := h R.2.1 k.2.1 y (vectorPotential B (x, y, z)).2.1
    (factor a R.1 k.1 x * factor a R.2.2 k.2.2 z) (fun t => orbital a R k (x, t, z))
    (fun t => by simp only [orbital]; ring)
  have hz := h R.2.2 k.2.2 z (vectorPotential B (x, y, z)).2.2
    (factor a R.1 k.1 x * factor a R.2.1 k.2.1 y) (fun t => orbital a R k (x, y, t))
    (fun t => by simp only [orbital]; ring)
  simp only [momentumSq]
  rw [hx, hy, hz]
  ring
```

Inserting the expansion about R and the moments gives

T = ½ [ |q|² + (B²/4)·2/(4a) + 4a²·3/(4a) ] = |q|²/2 + B²/(16a) + 3a/2.

`kineticEnergy_orbital` follows the same route. Its `e` is the expanded integrand, arranged so that `orbital_moments` applies directly. The theorem holds for all real B and all R and k. The squares are written out by coordinate because Lean's built-in norm on triples is the maximum norm.

```lean
/-- For `a > 0`, the kinetic energy of the orbital in the field is
`3a/2 + B²/(16a) + |k + A(R)|²/2`. -/
theorem kineticEnergy_orbital {a : ℝ} (ha : 0 < a) (B : ℝ) (R k : ℝ × ℝ × ℝ) :
    kineticEnergy B (orbital a R k) = 3 * a / 2 + B ^ 2 / (16 * a) +
      ((k.1 + (vectorPotential B R).1) ^ 2 + (k.2.1 + (vectorPotential B R).2.1) ^ 2 +
        (k.2.2 + (vectorPotential B R).2.2) ^ 2) / 2 := by
  -- expand |k + A(r)|² about the centre R
  have e : ∀ r, momentumSq B (orbital a R k) r =
      (((k.1 - B / 2 * R.2.1) ^ 2 + (k.2.1 + B / 2 * R.1) ^ 2 + k.2.2 ^ 2) +
        ((k.2.1 + B / 2 * R.1) * B) * (r.1 - R.1) +
        (-(k.1 - B / 2 * R.2.1) * B) * (r.2.1 - R.2.1) +
        (4 * a ^ 2 + B ^ 2 / 4) * ((r.1 - R.1) ^ 2 + (r.2.1 - R.2.1) ^ 2) +
        (4 * a ^ 2) * (r.2.2 - R.2.2) ^ 2) * ‖orbital a R k r‖ ^ 2 := by
    intro r
    rw [momentumSq_orbital]
    simp only [vectorPotential]
    ring
  have h1 : a * a⁻¹ = 1 := mul_inv_cancel₀ ha.ne'
  rw [kineticEnergy, integral_congr_ae (Filter.Eventually.of_forall e), orbital_moments ha]
  simp only [vectorPotential]
  linear_combination (3 * a / 2) * h1
```

## The competing phase differs from the London phase

The hypothesis `hk` of the next theorem says k ≠ −A(R): the orbital being compared really has another phase. By hand this means q ≠ 0, hence |q|²/2 > 0, and this is the only term of T that depends on k. The proof argues by contradiction. If the London phase were not strictly better, the three squares in |q|² would sum to at most zero, each would vanish, and k would equal −A(R) after all.

Without `hk` the two orbitals could coincide, and the strict inequality would fail. With it, the theorem says that the minimiser is unique. When B = 0, or when R lies on the z axis, A(R) = 0 and the optimal orbital is the ordinary real Gaussian.

```lean
/-- For `a > 0`, the London phase `k = -A(R)` gives a strictly lower kinetic energy than
every other plane-wave phase. -/
theorem london_phase_optimal {a : ℝ} (ha : 0 < a) (B : ℝ) (R k : ℝ × ℝ × ℝ)
    (hk : k ≠ -vectorPotential B R) :
    kineticEnergy B (orbital a R (-vectorPotential B R)) <
      kineticEnergy B (orbital a R k) := by
  by_contra hle
  rw [kineticEnergy_orbital ha, kineticEnergy_orbital ha] at hle
  simp only [Prod.fst_neg, Prod.snd_neg, neg_add_cancel, not_lt] at hle
  have s1 := sq_nonneg (k.1 + (vectorPotential B R).1)
  have s2 := sq_nonneg (k.2.1 + (vectorPotential B R).2.1)
  have s3 := sq_nonneg (k.2.2 + (vectorPotential B R).2.2)
  -- the three squares sum to at most zero, so each vanishes
  have z : ∀ u v : ℝ, (u + v) ^ 2 = 0 → u = -v := fun u v h =>
    eq_neg_of_add_eq_zero_left ((pow_eq_zero_iff two_ne_zero).mp h)
  exact hk (Prod.ext (z _ _ (by linarith))
    (Prod.ext (z _ _ (by linarith)) (z _ _ (by linarith))))
```

For a centre (d, 0, 0) and a phase exp(iky), where `k` is now a single number, A(R) = (0, Bd/2, 0). The energy becomes

T = 3a/2 + B²/(16a) + (k + Bd/2)²/2,

which is smallest at k = −Bd/2 and nowhere else.

```lean
/-- For `a > 0`, centre `(d,0,0)` and phase `exp(iky)`, the kinetic energy is
`3a/2 + B²/(16a) + (k + Bd/2)²/2`. -/
theorem kineticEnergy_on_axis {a : ℝ} (ha : 0 < a) (B d k : ℝ) :
    kineticEnergy B (orbital a (d, 0, 0) (0, k, 0)) =
      3 * a / 2 + B ^ 2 / (16 * a) + (k + B * d / 2) ^ 2 / 2 := by
  rw [kineticEnergy_orbital ha]
  simp only [vectorPotential]
  ring

end

end LondonOrbital
```

```lean
#print axioms LondonOrbital.orbital_normalized
#print axioms LondonOrbital.london_phase_optimal
#print axioms LondonOrbital.kineticEnergy_on_axis
```

```
'LondonOrbital.orbital_normalized' depends on axioms: [propext, Classical.choice, Quot.sound]
'LondonOrbital.london_phase_optimal' depends on axioms: [propext, Classical.choice, Quot.sound]
'LondonOrbital.kineticEnergy_on_axis' depends on axioms: [propext, Classical.choice, Quot.sound]
```
